# Off the inner spectrum, an ever stronger absorber acts as a wall in a finite matrix model

A calculation of field ionization can use an absorber to remove outgoing electrons; here that absorber is modelled as a uniform potential $-ihQ$ on the outer block of a finite matrix. The strength $h$ is a real energy, not Planck's constant, and $Q$ projects on the outer block. In an orthonormal basis, with the static field included,

$$H=\begin{pmatrix}A&B\\B^\dagger&C\end{pmatrix},$$

where $A$ describes the inner region, $C$ the outer region and $B$ their coupling. Let $z$ be a complex energy that is not an eigenvalue of $A$, and put $G=(z-A)^{-1}$. Then $z-H+ihQ$ is invertible for all large $h$, and the inner block $X_{11}$ of its inverse $X$ satisfies

$$X_{11}\to G,\qquad h\,(X_{11}-G)\to -i\,GBB^\dagger G\qquad(h\to\infty).$$

The limit $G$ is the resolvent of the inner region with its coupling to the outside removed: the absorber has become a reflecting wall.

## Scanning the absorber strength

Codes for Stark resonances with a complex absorbing potential often vary its strength. In this finite model with a uniform absorber, an inner Green function that stops changing as $h$ grows may simply have reached the closed-region value $G$, so a plateau at large $h$ is not by itself evidence of good absorption. The second limit gives a matrix to compare with computed values of $h(X_{11}-G)$.

## Scaling the outer columns

The absorber shifts the outer energy from $z$ to $z+ih$. Dividing the outer columns by $h$ and writing $t=1/h$ gives

$$R(t)=\begin{pmatrix}z-A&-tB\\-B^\dagger&t(z-C)+i\end{pmatrix},\qquad
R(0)^{-1}=\begin{pmatrix}G&0\\-iB^\dagger G&-i\end{pmatrix}.$$

Since $\det R(t)$ is continuous and nonzero at $t=0$, $R(t)$ is invertible for small $t$. Its inverse, the adjugate divided by the determinant, tends to $R(0)^{-1}$.

Undoing the scaling gives $X=\mathrm{diag}(1,1/h)\,R(1/h)^{-1}$. The inner block is unchanged, so $X_{11}\to G$. The lower-left block is divided by $h$, so $hX_{21}\to-iB^\dagger G$.

The first block row of $(z-H+ihQ)X=1$ reads $(z-A)X_{11}-BX_{21}=1$. Hence

$$X_{11}=G+GBX_{21},\qquad h(X_{11}-G)=GB(hX_{21})\to-iGBB^\dagger G.$$

If $A$ is Hermitian and $z=E$ is real, $G$ is Hermitian. Subtracting the adjoint limit gives

$$h(X_{11}-X_{11}^\dagger)\to-2i\,GBB^\dagger G,$$

so the anti-Hermitian part, which carries the absorption, is $O(1/h)$.

At an eigenvalue of $A$ convergence can fail. For $A=C=0$, $B=1$ and $z=0$, the inverse exists and $X_{11}=-ih\,1$, which diverges for every nonempty block.

## The Lean file

```lean
import Mathlib

open Matrix Filter Topology

namespace StrongAbsorberWall

noncomputable section

variable {m n : Type*} [Fintype m] [Fintype n] [DecidableEq m] [DecidableEq n]

/-- The Hamiltonian with inner block `A`, outer block `C` and coupling `B` between them. -/
def hamiltonian (A : Matrix m m ℂ) (B : Matrix m n ℂ) (C : Matrix n n ℂ) :
    Matrix (m ⊕ n) (m ⊕ n) ℂ :=
  fromBlocks A B Bᴴ C

/-- The projector `Q` on the outer region, where the absorber acts. -/
def outerProjector : Matrix (m ⊕ n) (m ⊕ n) ℂ :=
  fromBlocks 0 0 0 1

/-- The matrix `z - H + i h Q` for an absorber of strength `h`. -/
def denominator (A : Matrix m m ℂ) (B : Matrix m n ℂ) (C : Matrix n n ℂ) (z : ℂ) (h : ℝ) :
    Matrix (m ⊕ n) (m ⊕ n) ℂ :=
  z • 1 - hamiltonian A B C + (Complex.I * h) • outerProjector

/-- The inner block of the resolvent `(z - H + i h Q)⁻¹`, meaningful where `z - H + i h Q`
is invertible. -/
def innerResolvent (A : Matrix m m ℂ) (B : Matrix m n ℂ) (C : Matrix n n ℂ) (z : ℂ) (h : ℝ) :
    Matrix m m ℂ :=
  (denominator A B C z h)⁻¹.toBlocks₁₁

/-- The matrix `z - H + i h Q` with its outer columns divided by `h`, written in `t = 1/h`. -/
def rescaled (A : Matrix m m ℂ) (B : Matrix m n ℂ) (C : Matrix n n ℂ) (z : ℂ) (t : ℝ) :
    Matrix (m ⊕ n) (m ⊕ n) ℂ :=
  fromBlocks (z • 1 - A) ((t : ℂ) • (-B)) (-Bᴴ) ((t : ℂ) • (z • 1 - C) + Complex.I • 1)

variable {A : Matrix m m ℂ} {B : Matrix m n ℂ} {C : Matrix n n ℂ} {z : ℂ}

omit [Fintype m] [Fintype n] in
/-- In block form the absorber shifts the energy of the outer region from `z` to `z + i h`. -/
theorem denominator_eq_blocks (h : ℝ) : denominator A B C z h =
    fromBlocks (z • 1 - A) (-B) (-Bᴴ) ((z + Complex.I * h) • 1 - C) := by
  ext i j
  rcases i with i | i <;> rcases j with j | j <;>
    simp [denominator, hamiltonian, outerProjector, Matrix.one_apply]
  all_goals (split_ifs <;> ring)

private theorem isUnit_det (hz : ∀ v, A *ᵥ v = z • v → v = 0) :
    IsUnit (z • 1 - A).det := by
  rw [isUnit_iff_ne_zero]
  intro h0
  obtain ⟨v, hv, h⟩ := Matrix.exists_mulVec_eq_zero_iff.mpr h0
  rw [Matrix.sub_mulVec, Matrix.smul_mulVec, Matrix.one_mulVec, sub_eq_zero] at h
  exact hv (hz v h.symm)

/-- For nonzero `h`, dividing the outer columns of `z - H + i h Q` by `h` gives the rescaled
matrix at `t = 1/h`. -/
theorem denominator_mul_scaling {h : ℝ} (hh : h ≠ 0) :
    denominator A B C z h * fromBlocks 1 0 0 (((h⁻¹ : ℝ) : ℂ) • 1) =
      rescaled A B C z h⁻¹ := by
  have hc : (h : ℂ) ≠ 0 := by exact_mod_cast hh
  have hI : ((h⁻¹ : ℝ) : ℂ) * (Complex.I * h) = Complex.I := by
    push_cast
    field_simp
  rw [denominator_eq_blocks, fromBlocks_multiply, rescaled]
  refine fromBlocks_inj.mpr ⟨by simp, by simp, by simp, ?_⟩
  rw [Matrix.mul_zero, zero_add, Matrix.mul_smul, Matrix.mul_one, add_smul,
    add_sub_right_comm, smul_add, smul_smul, hI]

private theorem rescaled_zero_mul (hA : IsUnit (z • 1 - A).det) :
    rescaled A B C z 0 * fromBlocks (z • 1 - A)⁻¹ 0
      ((-Complex.I) • (Bᴴ * (z • 1 - A)⁻¹)) ((-Complex.I) • (1 : Matrix n n ℂ)) = 1 := by
  rw [rescaled, fromBlocks_multiply, ← fromBlocks_one]
  refine fromBlocks_inj.mpr ⟨?_, by simp, by simp [smul_smul], by simp [smul_smul]⟩
  rw [Matrix.mul_nonsing_inv _ hA]
  simp

private theorem det_rescaled_zero (hA : IsUnit (z • 1 - A).det) :
    (rescaled A B C z 0).det ≠ 0 := by
  have h := congrArg Matrix.det (rescaled_zero_mul (B := B) (C := C) hA)
  rw [Matrix.det_mul, Matrix.det_one] at h
  exact left_ne_zero_of_mul_eq_one h

omit [Fintype m] [Fintype n] in
private theorem continuous_rescaled : Continuous (rescaled A B C z) := by
  unfold rescaled
  exact Continuous.matrix_fromBlocks continuous_const
    (Complex.continuous_ofReal.smul continuous_const) continuous_const
    ((Complex.continuous_ofReal.smul continuous_const).add continuous_const)

private theorem tendsto_rescaled_inv (hA : IsUnit (z • 1 - A).det) :
    Tendsto (fun h : ℝ => (rescaled A B C z h⁻¹)⁻¹) atTop
      (𝓝 (fromBlocks (z • 1 - A)⁻¹ 0
        ((-Complex.I) • (Bᴴ * (z • 1 - A)⁻¹)) ((-Complex.I) • 1))) := by
  have hc := continuous_rescaled (A := A) (B := B) (C := C) (z := z)
  have hinv : Tendsto (fun t : ℝ => (rescaled A B C z t)⁻¹) (𝓝 0)
      (𝓝 (rescaled A B C z 0)⁻¹) := by
    simp only [Matrix.inv_def, Ring.inverse_eq_inv']
    exact (hc.matrix_det.continuousAt.inv₀ (det_rescaled_zero hA)).smul
      hc.matrix_adjugate.continuousAt
  rw [Matrix.inv_eq_right_inv (rescaled_zero_mul hA)] at hinv
  exact hinv.comp tendsto_inv_atTop_zero

private theorem eventually_inverse (hA : IsUnit (z • 1 - A).det) :
    ∀ᶠ h : ℝ in atTop, denominator A B C z h *
      (fromBlocks 1 0 0 (((h⁻¹ : ℝ) : ℂ) • 1) * (rescaled A B C z h⁻¹)⁻¹) = 1 := by
  have hc := continuous_rescaled (A := A) (B := B) (C := C) (z := z)
  have ev := ((hc.matrix_det.tendsto 0).comp tendsto_inv_atTop_zero).eventually_ne
    (det_rescaled_zero hA)
  filter_upwards [ev, eventually_gt_atTop 0] with h hN hh
  rw [← Matrix.mul_assoc, denominator_mul_scaling hh.ne',
    Matrix.mul_nonsing_inv _ (isUnit_iff_ne_zero.mpr hN)]

private theorem scaling_blocks (c : ℂ) (X : Matrix (m ⊕ n) (m ⊕ n) ℂ) :
    (fromBlocks 1 0 0 (c • 1) * X).toBlocks₁₁ = X.toBlocks₁₁ ∧
      (fromBlocks 1 0 0 (c • 1) * X).toBlocks₂₁ = c • X.toBlocks₂₁ := by
  rw [← fromBlocks_toBlocks X, fromBlocks_multiply]
  simp

/-- If `z - A` is invertible and `X` inverts `z - H + i h Q`, the inner block of `X` is the
resolvent of `A` plus a term that passes through the outer region. -/
theorem inner_block_eq (hA : IsUnit (z • 1 - A).det) {h : ℝ}
    {X : Matrix (m ⊕ n) (m ⊕ n) ℂ} (hX : denominator A B C z h * X = 1) :
    X.toBlocks₁₁ = (z • 1 - A)⁻¹ + (z • 1 - A)⁻¹ * B * X.toBlocks₂₁ := by
  have e := congrArg toBlocks₁₁ hX
  rw [denominator_eq_blocks, ← fromBlocks_toBlocks X, fromBlocks_multiply,
    toBlocks_fromBlocks₁₁, ← fromBlocks_one, toBlocks_fromBlocks₁₁, Matrix.neg_mul,
    ← sub_eq_add_neg, sub_eq_iff_eq_add] at e
  calc X.toBlocks₁₁ = (z • 1 - A)⁻¹ * ((z • 1 - A) * X.toBlocks₁₁) := by
        rw [← Matrix.mul_assoc, Matrix.nonsing_inv_mul _ hA, Matrix.one_mul]
    _ = _ := by rw [e, Matrix.mul_add, Matrix.mul_one, Matrix.mul_assoc]

/-- If `z` is not an eigenvalue of `A`, then `z - H + i h Q` is invertible for all large `h`,
and the inner block of its inverse tends to `(z - A)⁻¹` as `h` grows. -/
theorem strong_absorber_is_wall (hz : ∀ v, A *ᵥ v = z • v → v = 0) :
    (∀ᶠ h : ℝ in atTop, IsUnit (denominator A B C z h)) ∧
      Tendsto (innerResolvent A B C z) atTop (𝓝 (z • 1 - A)⁻¹) := by
  have hA := isUnit_det hz
  have ev := eventually_inverse (B := B) (C := C) hA
  refine ⟨ev.mono fun h hX => ⟨⟨_, _, hX, mul_eq_one_comm.mp hX⟩, rfl⟩, ?_⟩
  have hcont : Continuous (fun X : Matrix (m ⊕ n) (m ⊕ n) ℂ => X.toBlocks₁₁) :=
    continuous_id.matrix_submatrix Sum.inl Sum.inl
  have lim := (hcont.tendsto _).comp (tendsto_rescaled_inv (B := B) (C := C) hA)
  rw [toBlocks_fromBlocks₁₁] at lim
  refine lim.congr' ?_
  -- undoing the column scaling does not touch the inner block
  filter_upwards [ev] with h hX
  rw [innerResolvent, Matrix.inv_eq_right_inv hX, (scaling_blocks _ _).1]
  rfl

/-- If `z` is not an eigenvalue of `A`, the deviation of the inner resolvent from `(z - A)⁻¹`,
multiplied by `h`, tends to `-i (z - A)⁻¹ B B* (z - A)⁻¹`. -/
theorem wall_correction (hz : ∀ v, A *ᵥ v = z • v → v = 0) :
    Tendsto (fun h : ℝ => (h : ℂ) • (innerResolvent A B C z h - (z • 1 - A)⁻¹)) atTop
      (𝓝 ((-Complex.I) • ((z • 1 - A)⁻¹ * B * Bᴴ * (z • 1 - A)⁻¹))) := by
  have hA := isUnit_det hz
  have hcont : Continuous (fun X : Matrix (m ⊕ n) (m ⊕ n) ℂ =>
      (z • 1 - A)⁻¹ * B * X.toBlocks₂₁) :=
    continuous_const.matrix_mul (continuous_id.matrix_submatrix Sum.inr Sum.inl)
  have lim := (hcont.tendsto _).comp (tendsto_rescaled_inv (B := B) (C := C) hA)
  simp only [toBlocks_fromBlocks₂₁, Matrix.mul_smul, ← Matrix.mul_assoc] at lim
  refine lim.congr' ?_
  filter_upwards [eventually_inverse (B := B) (C := C) hA, eventually_gt_atTop 0] with h hX hh
  have hc : (h : ℂ) ≠ 0 := by exact_mod_cast hh.ne'
  have ht : (h : ℂ) * ((h⁻¹ : ℝ) : ℂ) = 1 := by
    rw [Complex.ofReal_inv, mul_inv_cancel₀ hc]
  rw [innerResolvent, Matrix.inv_eq_right_inv hX, inner_block_eq hA hX, add_sub_cancel_left,
    (scaling_blocks _ _).2, Matrix.mul_smul, smul_smul, ht, one_smul]
  rfl

/-- For Hermitian `A` and a real energy `E` that is not an eigenvalue of `A`, the difference
between the inner resolvent and its adjoint, multiplied by `h`, tends to
`-2i (E - A)⁻¹ B B* (E - A)⁻¹`. -/
theorem absorption_fades (hH : A.IsHermitian) (E : ℝ)
    (hE : ∀ v, A *ᵥ v = (E : ℂ) • v → v = 0) :
    Tendsto (fun h : ℝ => (h : ℂ) •
        (innerResolvent A B C E h - (innerResolvent A B C E h)ᴴ)) atTop
      (𝓝 ((-2 * Complex.I) •
        (((E : ℂ) • 1 - A)⁻¹ * B * Bᴴ * ((E : ℂ) • 1 - A)⁻¹))) := by
  -- at real energy the resolvent of the closed inner region is Hermitian
  have hG : (((E : ℂ) • 1 - A)⁻¹)ᴴ = ((E : ℂ) • 1 - A)⁻¹ := by
    rw [Matrix.conjTranspose_nonsing_inv]
    simp [Matrix.conjTranspose_sub, Matrix.conjTranspose_smul, hH.eq]
  have h1 := wall_correction (B := B) (C := C) hE
  have h2 := ((continuous_id.matrix_conjTranspose).tendsto _).comp h1
  convert h1.sub h2 using 1
  · funext h
    simp only [Function.comp_apply, id_eq, Matrix.conjTranspose_smul,
      Matrix.conjTranspose_sub, hG, Complex.star_def, Complex.conj_ofReal]
    module
  · congr 1
    simp only [id_eq, Matrix.conjTranspose_smul, Matrix.conjTranspose_mul,
      Matrix.conjTranspose_conjTranspose, hG, Matrix.mul_assoc, star_neg,
      Complex.star_def, Complex.conj_I]
    module

/-- For `A = C = 0`, `B = 1` and `z = 0`, which is an eigenvalue of `A` if the block is nonempty,
the matrix `z - H + i h Q` is invertible and the inner block of its inverse is `-i h` times the
identity. -/
theorem resonant_inner_resolvent (h : ℝ) :
    IsUnit (denominator (0 : Matrix n n ℂ) (1 : Matrix n n ℂ) 0 0 h) ∧
      innerResolvent (0 : Matrix n n ℂ) (1 : Matrix n n ℂ) 0 0 h =
        (-(Complex.I * h)) • 1 := by
  have hX : denominator (0 : Matrix n n ℂ) (1 : Matrix n n ℂ) 0 0 h *
      fromBlocks ((-(Complex.I * h)) • (1 : Matrix n n ℂ)) (-1 : Matrix n n ℂ)
        (-1 : Matrix n n ℂ) (0 : Matrix n n ℂ) = 1 := by
    rw [denominator_eq_blocks, fromBlocks_multiply, ← fromBlocks_one]
    exact fromBlocks_inj.mpr ⟨by simp, by simp, by simp, by simp⟩
  refine ⟨⟨⟨_, _, hX, mul_eq_one_comm.mp hX⟩, rfl⟩, ?_⟩
  rw [innerResolvent, Matrix.inv_eq_right_inv hX, toBlocks_fromBlocks₁₁]

end

end StrongAbsorberWall
```

```lean
#print axioms StrongAbsorberWall.strong_absorber_is_wall
#print axioms StrongAbsorberWall.absorption_fades
#print axioms StrongAbsorberWall.resonant_inner_resolvent
```

```
'StrongAbsorberWall.strong_absorber_is_wall' depends on axioms: [propext, Classical.choice, Quot.sound]
'StrongAbsorberWall.absorption_fades' depends on axioms: [propext, Classical.choice, Quot.sound]
'StrongAbsorberWall.resonant_inner_resolvent' depends on axioms: [propext, Classical.choice, Quot.sound]
```

## Scope of the theorems and their proofs

The finite types `m` and `n` label inner and outer basis states, and `m ⊕ n` labels both. `denominator` is $z-H+ihQ$ and `innerResolvent` is $X_{11}$. The code's `Bᴴ` and the docstrings' `B*` both mean the conjugate transpose $B^\dagger$. The hypothesis `hz` says that $Av=zv$ forces $v=0$. `∀ᶠ h : ℝ in atTop` means "for all sufficiently large $h$", and `Tendsto` expresses entrywise convergence. Neither $A$ nor $C$ need be Hermitian, except that `absorption_fades` requires it of $A$.

`isUnit_det` turns the eigenvalue condition into invertibility of $z-A$. `denominator_eq_blocks` and `denominator_mul_scaling` produce $R(1/h)$; `rescaled_zero_mul` checks the inverse at zero, and `det_rescaled_zero` extracts the nonzero determinant. With `continuous_rescaled`, these give the limit in `tendsto_rescaled_inv` and the inverse in `eventually_inverse`.

`scaling_blocks` undoes the scaling in `strong_absorber_is_wall`, where `congr'` identifies the two expressions for large $h$. `inner_block_eq` is the block-row identity behind `wall_correction`. `absorption_fades` subtracts the adjoint limit, and `resonant_inner_resolvent` multiplies out the explicit inverse for the divergent example.

The limits hold at fixed $z$ and fixed matrices; they supply no threshold for $h$ and no uniformity in energy. Nor do they justify replacing a real atom's continuum Hamiltonian and a smoothly ramped absorber by this finite block model.
